# Treating a damped buffer's self-energy as a contact adds a nonnegative term to the Caroli transmission

## Why does the transmission rise when I eliminate the buffer?

I have to decide which damping counts as my right contact. My device $D$ couples through $V$ to a finite buffer $B$. The buffer carries the contact broadening $\Gamma_R$, and I also replace the energy $E$ by $E+ih$ on every buffer site to smooth the spectrum. If I fold the buffer into a self-energy $\Sigma$ and use $i(\Sigma-\Sigma^*)$ as right broadening, I get more transmission than from the full system with $\Gamma_R$. Eliminating the buffer is exact, so where does the extra come from?

## The extra damping has been counted as a contact

The choice is whether $h$ belongs to the contact. Here it does not: $h>0$ stands for uniform absorption in the buffer, and only $\Gamma_R$ is the right contact. The self-energy cannot tell the two apart.

Let $\Gamma_L$ be the left broadening, $E$ the energy, and

$$a=E-D+\tfrac i2\Gamma_L,\quad b=E-B+\tfrac i2\Gamma_R+ih,\quad g=b^{-1},\quad \Sigma=VgV^*,\quad G=(a-\Sigma)^{-1}.$$

Take $B$ Hermitian and $\Gamma_L,\Gamma_R$ positive semidefinite.

1. The inverse $g$ exists. If $bx=0$, then $0=x^*(b-b^*)x=i\,(x^*\Gamma_Rx+2h\,x^*x)$. Both terms in the bracket are nonnegative, so $x=0$.
2. From $b-b^*=i(\Gamma_R+2h)$ follows $g-g^*=g(b^*-b)g^*=-ig(\Gamma_R+2h)g^*$, hence
$$i(\Sigma-\Sigma^*)=Vg\Gamma_Rg^*V^*+2h\,Vgg^*V^*.$$
3. In the full system, a source $s$ in the buffer gives $a\psi_D=V\psi_B$ and $b\psi_B=s+V^*\psi_D$. Eliminating $\psi_B$ gives $\psi_D=GVg\,s$, so the device-buffer propagator is $X=GVg$.
4. Multiplying step 2 by $\Gamma_LG$ on the left and $G^*$ on the right and taking the trace gives
$$\mathrm{Tr}(\Gamma_LG\,i(\Sigma-\Sigma^*)G^*)=\mathrm{Tr}(\Gamma_LX\Gamma_RX^*)+2h\,\mathrm{Tr}(\Gamma_LXX^*).$$

The first term on the right is the full system's transmission, for electrons that enter at the right contact and leave at the left one. The second is your extra: it counts the damped sites as further sources, and it equals $2h\,\mathrm{Tr}(X^*\Gamma_LX)\ge0$. With damping, the transmission from left to right can differ from the first term, for instance in a magnetic field. The two agree when $D$, $B$, $V$, $\Gamma_L$ and $\Gamma_R$ are real and $D$ is symmetric, as in the examples below.

**One site each.** Take $E=D=B=0$, $V=1$, $\Gamma_L=\Gamma_R=2$, $h=1$. Then $g=-i/2$, $G=-2i/3$, $X=-1/3$ and $i(\Sigma-\Sigma^*)=1$. The eliminated formula gives $8/9$: $4/9$ is transmission between the contacts and $4/9$ is excess.

**No right contact.** Set $\Gamma_R=0$ in the same example. Now $g=-i$, $G=-i/2$, and the eliminated formula reports transmission $1$, although nothing can leave on the right. All of it is absorption.

In the Lean file, `openOp` is $E-H+i\Gamma/2$ and serves device and buffer alike; `fullOp` is the block matrix with off-diagonal blocks $-V$ and $-V^*$. The full system's contacts are block matrices supported on the device and on the buffer.

```lean
import Mathlib

open Matrix Complex
open scoped ComplexOrder

namespace BufferElimination

noncomputable section

variable {n m : Type*} [Fintype n] [DecidableEq n] [Fintype m] [DecidableEq m]

/-- The matrix `E - H + iΓ/2` of a system with Hamiltonian `H` and broadening `Γ`. -/
def openOp (E : ℝ) (H Γ : Matrix n n ℂ) : Matrix n n ℂ :=
  (E : ℂ) • (1 : Matrix n n ℂ) - H + (I / 2) • Γ

/-- The buffer matrix `E - B + iΓR/2 + ih`, with extra damping `h`, which adds `2h` to the
broadening. -/
def bufferOp (E h : ℝ) (B ΓR : Matrix m m ℂ) : Matrix m m ℂ :=
  openOp E B (ΓR + (2 * (h : ℂ)) • (1 : Matrix m m ℂ))

/-- The self-energy `V g V*` of the eliminated buffer, where `g` is the inverse of the buffer
matrix, for an invertible buffer matrix. -/
def selfEnergy (E h : ℝ) (B ΓR : Matrix m m ℂ) (V : Matrix n m ℂ) : Matrix n n ℂ :=
  V * (bufferOp E h B ΓR)⁻¹ * Vᴴ

/-- The broadening `i(S - S*)` of a self-energy `S`. -/
def broadening (S : Matrix n n ℂ) : Matrix n n ℂ := I • (S - Sᴴ)

/-- The matrix of device and buffer together, coupled by `V`. -/
def fullOp (E h : ℝ) (D ΓL : Matrix n n ℂ) (B ΓR : Matrix m m ℂ) (V : Matrix n m ℂ) :
    Matrix (n ⊕ m) (n ⊕ m) ℂ :=
  fromBlocks (openOp E D ΓL) (-V) (-Vᴴ) (bufferOp E h B ΓR)

/-- The Caroli trace `Tr(ΓL G ΓR G*)`. -/
def caroli (ΓL G ΓR : Matrix n n ℂ) : ℂ := trace (ΓL * G * ΓR * Gᴴ)

/-- The term `2h Tr(ΓL G V g g* V* G*)`. -/
def excess (h : ℝ) (ΓL G : Matrix n n ℂ) (V : Matrix n m ℂ) (g : Matrix m m ℂ) : ℂ :=
  2 * (h : ℂ) * trace (ΓL * (G * V * g) * (G * V * g)ᴴ)

omit [Fintype n] in
/-- For Hermitian `H` and `Γ`, the matrix `M = E - H + iΓ/2` satisfies `M - M* = iΓ`. -/
theorem openOp_sub_conjTranspose (E : ℝ) {H Γ : Matrix n n ℂ} (hH : H.IsHermitian)
    (hΓ : Γ.IsHermitian) : openOp E H Γ - (openOp E H Γ)ᴴ = I • Γ := by
  have h1 : star (E : ℂ) = E := by simp
  have h2 : star (I / 2) = -(I / 2) := by
    apply Complex.ext <;> simp
    norm_num
  simp only [openOp, conjTranspose_add, conjTranspose_sub, conjTranspose_smul,
    conjTranspose_one, hH.eq, hΓ.eq, h1, h2]
  module

/-- A Hermitian buffer with positive semidefinite contact broadening and extra damping `h > 0` has
an invertible matrix at every real energy. -/
theorem buffer_invertible (E : ℝ) {h : ℝ} (hh : 0 < h) {B ΓR : Matrix m m ℂ}
    (hB : B.IsHermitian) (hR : ΓR.PosSemidef) : IsUnit (bufferOp E h B ΓR).det := by
  have h2 : (0 : ℂ) ≤ 2 * (h : ℂ) := by exact_mod_cast (by positivity : (0 : ℝ) ≤ 2 * h)
  have hne : 2 * (h : ℂ) ≠ 0 := by exact_mod_cast (by positivity : 2 * h ≠ 0)
  have hI : ((2 * (h : ℂ)) • (1 : Matrix m m ℂ)).PosSemidef := Matrix.PosSemidef.one.smul h2
  refine isUnit_iff_ne_zero.mpr fun hdet => ?_
  obtain ⟨x, hx0, hx⟩ := Matrix.exists_mulVec_eq_zero_iff.mpr hdet
  have h1 : star x ⬝ᵥ (bufferOp E h B ΓR)ᴴ *ᵥ x = 0 := by
    rw [Matrix.dotProduct_mulVec, ← Matrix.star_mulVec, hx, star_zero, zero_dotProduct]
  -- the damping of a null vector vanishes
  have e : star x ⬝ᵥ (I • (ΓR + (2 * (h : ℂ)) • (1 : Matrix m m ℂ))) *ᵥ x = 0 := by
    rw [← openOp_sub_conjTranspose E hB (hR.add hI).isHermitian, ← bufferOp,
      Matrix.sub_mulVec, hx, dotProduct_sub, h1, dotProduct_zero, sub_zero]
  rw [Matrix.smul_mulVec, dotProduct_smul, smul_eq_mul] at e
  have e' := (mul_eq_zero.mp e).resolve_left I_ne_zero
  rw [Matrix.add_mulVec, dotProduct_add] at e'
  have hz := (hI.dotProduct_mulVec_zero_iff x).mp ((add_eq_zero_iff_of_nonneg
    (hR.dotProduct_mulVec_nonneg x) (hI.dotProduct_mulVec_nonneg x)).mp e').2
  rw [Matrix.smul_mulVec, Matrix.one_mulVec] at hz
  exact hx0 ((smul_eq_zero.mp hz).resolve_left hne)

omit [Fintype n] [DecidableEq n] in
/-- For a Hermitian buffer with `ΓR` positive semidefinite and `h > 0`, the self-energy
broadening is `V g ΓR g* V* + 2h V g g* V*`. -/
theorem broadening_selfEnergy (E : ℝ) {h : ℝ} (hh : 0 < h) {B ΓR : Matrix m m ℂ}
    (hB : B.IsHermitian) (hR : ΓR.PosSemidef) (V : Matrix n m ℂ) :
    broadening (selfEnergy E h B ΓR V) =
      V * (bufferOp E h B ΓR)⁻¹ * ΓR * (V * (bufferOp E h B ΓR)⁻¹)ᴴ +
      (2 * (h : ℂ)) • (V * (bufferOp E h B ΓR)⁻¹ * (V * (bufferOp E h B ΓR)⁻¹)ᴴ) := by
  have hI : ((2 * (h : ℂ)) • (1 : Matrix m m ℂ)).IsHermitian := by
    simp [Matrix.IsHermitian, conjTranspose_smul]
  have hsub : bufferOp E h B ΓR - (bufferOp E h B ΓR)ᴴ = I • (ΓR + (2 * (h : ℂ)) • 1) :=
    openOp_sub_conjTranspose E hB (hR.isHermitian.add hI)
  have hgb := Matrix.nonsing_inv_mul _ (buffer_invertible E hh hB hR)
  unfold broadening selfEnergy
  generalize bufferOp E h B ΓR = b at *
  generalize b⁻¹ = g at *
  have hs : bᴴ * gᴴ = 1 := by rw [← conjTranspose_mul, hgb, conjTranspose_one]
  -- the resolvent identity for `g` and its adjoint
  have key : g - gᴴ = -(I • (g * (ΓR + (2 * (h : ℂ)) • 1) * gᴴ)) := by
    calc g - gᴴ = g * (bᴴ * gᴴ) - (g * b) * gᴴ := by rw [hs, hgb, mul_one, one_mul]
      _ = -(g * (b - bᴴ) * gᴴ) := by noncomm_ring
      _ = _ := by rw [hsub, Matrix.mul_smul, Matrix.smul_mul]
  have hV : V * g * Vᴴ - (V * g * Vᴴ)ᴴ = V * (g - gᴴ) * Vᴴ := by
    simp only [conjTranspose_mul, conjTranspose_conjTranspose, Matrix.mul_sub,
      Matrix.sub_mul, Matrix.mul_assoc]
  rw [hV, key, Matrix.mul_neg, Matrix.neg_mul, Matrix.mul_smul, Matrix.smul_mul, smul_neg,
    smul_smul, I_mul_I, neg_smul, one_smul, neg_neg]
  simp only [Matrix.mul_add, Matrix.add_mul, Matrix.mul_smul, Matrix.smul_mul,
    Matrix.mul_one, conjTranspose_mul, Matrix.mul_assoc]

/-- If `g` inverts the buffer matrix `b` and `G` inverts `a - V g V*`, the full Green's
function has device block `G` and device-buffer block `G V g`. -/
theorem full_green {a G : Matrix n n ℂ} {b g : Matrix m m ℂ} {V : Matrix n m ℂ}
    (hb : b * g = 1) (hG : (a - V * g * Vᴴ) * G = 1) :
    fromBlocks a (-V) (-Vᴴ) b *
      fromBlocks G (G * V * g) (g * Vᴴ * G) (g + g * Vᴴ * G * V * g) = 1 := by
  have ha : a * G = 1 + V * g * Vᴴ * G := by
    rw [Matrix.sub_mul] at hG
    exact sub_eq_iff_eq_add.mp hG
  have e1 : a * (G * V * g) = a * G * V * g := by simp only [Matrix.mul_assoc]
  have e2 : b * (g * Vᴴ * G) = b * g * Vᴴ * G := by simp only [Matrix.mul_assoc]
  have e3 : b * (g * Vᴴ * G * V * g) = b * g * Vᴴ * G * V * g := by
    simp only [Matrix.mul_assoc]
  rw [fromBlocks_multiply, ← fromBlocks_one, Matrix.mul_add b, e1, e2, e3, ha, hb]
  refine Matrix.fromBlocks_inj.mpr ⟨?_, ?_, ?_, ?_⟩ <;>
    simp only [Matrix.add_mul, Matrix.mul_add, Matrix.one_mul, Matrix.neg_mul,
      Matrix.mul_assoc] <;> abel

/-- Let `B` be Hermitian, `ΓL`, `ΓR` positive semidefinite, `h > 0`, and let `G` be the
inverse of `E - D + iΓL/2 - Σ` for a device matrix `D`, Hermitian or not. Then the full matrix
is invertible, and using `i(Σ - Σ*)` as right broadening raises the Caroli transmission of
the full system by `2h Tr(ΓL G V g g* V* G*) ≥ 0`. -/
theorem caroli_buffer_excess {E h : ℝ} (hh : 0 < h) {D ΓL G : Matrix n n ℂ}
    {B ΓR : Matrix m m ℂ} {V : Matrix n m ℂ} (hB : B.IsHermitian)
    (hL : ΓL.PosSemidef) (hR : ΓR.PosSemidef)
    (hG : (openOp E D ΓL - selfEnergy E h B ΓR V) * G = 1) :
    IsUnit (fullOp E h D ΓL B ΓR V).det ∧
    caroli ΓL G (broadening (selfEnergy E h B ΓR V)) =
      caroli (fromBlocks ΓL 0 0 0) (fullOp E h D ΓL B ΓR V)⁻¹ (fromBlocks 0 0 0 ΓR) +
      excess h ΓL G V (bufferOp E h B ΓR)⁻¹ ∧
    0 ≤ excess h ΓL G V (bufferOp E h B ΓR)⁻¹ := by
  have hfull : fullOp E h D ΓL B ΓR V * _ = 1 :=
    full_green (Matrix.mul_nonsing_inv _ (buffer_invertible E hh hB hR)) hG
  have ht : ∀ (P : Matrix n n ℂ) (Q : Matrix n m ℂ) (R : Matrix m n ℂ) (S : Matrix m m ℂ),
      trace (fromBlocks P Q R S) = trace P + trace S := by
    intro P Q R S
    simp [Matrix.trace, Fintype.sum_sum_type]
  refine ⟨Matrix.isUnit_det_of_right_inverse hfull, ?_, ?_⟩
  · rw [Matrix.inv_eq_right_inv hfull, broadening_selfEnergy E hh hB hR V]
    simp only [caroli, excess, fromBlocks_conjTranspose, fromBlocks_multiply, ht,
      Matrix.mul_add, Matrix.add_mul, Matrix.mul_smul, Matrix.smul_mul,
      trace_add, trace_smul, smul_eq_mul, conjTranspose_mul, Matrix.mul_assoc,
      Matrix.zero_mul, Matrix.mul_zero, add_zero, zero_add, trace_zero]
  · have h2 : (0 : ℂ) ≤ 2 * (h : ℂ) := by exact_mod_cast (by positivity : (0 : ℝ) ≤ 2 * h)
    rw [excess, Matrix.trace_mul_comm, ← Matrix.mul_assoc]
    exact mul_nonneg h2 (hL.conjTranspose_mul_mul_same _).trace_nonneg

omit [DecidableEq n] in
/-- For a Hermitian buffer, positive semidefinite `ΓL`, `ΓR` and `h > 0`, the excess
vanishes exactly when `ΓL G V = 0`, whatever the matrix `G`. -/
theorem excess_eq_zero_iff (E : ℝ) {h : ℝ} (hh : 0 < h) {ΓL : Matrix n n ℂ}
    {B ΓR : Matrix m m ℂ} (hB : B.IsHermitian) (hL : ΓL.PosSemidef) (hR : ΓR.PosSemidef)
    (G : Matrix n n ℂ) (V : Matrix n m ℂ) :
    excess h ΓL G V (bufferOp E h B ΓR)⁻¹ = 0 ↔ ΓL * G * V = 0 := by
  have hgb := Matrix.nonsing_inv_mul _ (buffer_invertible E hh hB hR)
  have hne : 2 * (h : ℂ) ≠ 0 := by exact_mod_cast (by positivity : 2 * h ≠ 0)
  constructor
  · intro h0
    rw [excess, Matrix.trace_mul_comm, ← Matrix.mul_assoc] at h0
    have hz := (hL.conjTranspose_mul_mul_same _).trace_eq_zero_iff.mp
      ((mul_eq_zero.mp h0).resolve_left hne)
    -- a vanishing quadratic form of `ΓL` forces `ΓL G V g = 0`
    have hX : ΓL * (G * V * (bufferOp E h B ΓR)⁻¹) = 0 := by
      clear h0
      generalize G * V * (bufferOp E h B ΓR)⁻¹ = X at hz ⊢
      ext i j
      have hv := (hL.dotProduct_mulVec_zero_iff (X *ᵥ Pi.single j 1)).mp (by
        rw [Matrix.star_mulVec, ← Matrix.dotProduct_mulVec, Matrix.mulVec_mulVec,
          Matrix.mulVec_mulVec, hz, Matrix.zero_mulVec, dotProduct_zero])
      rw [Matrix.mulVec_mulVec, Matrix.mulVec_single_one] at hv
      exact congrFun hv i
    calc ΓL * G * V = ΓL * (G * V * (bufferOp E h B ΓR)⁻¹) * bufferOp E h B ΓR := by
          simp only [Matrix.mul_assoc, hgb, Matrix.mul_one]
      _ = 0 := by rw [hX, Matrix.zero_mul]
  · intro h0
    rw [excess, ← Matrix.mul_assoc, ← Matrix.mul_assoc, h0, Matrix.zero_mul,
      Matrix.zero_mul, trace_zero, mul_zero]

end

end BufferElimination
```

```lean
#print axioms BufferElimination.caroli_buffer_excess
#print axioms BufferElimination.excess_eq_zero_iff
```

```
'BufferElimination.caroli_buffer_excess' depends on axioms: [propext, Classical.choice, Quot.sound]
'BufferElimination.excess_eq_zero_iff' depends on axioms: [propext, Classical.choice, Quot.sound]
```

The main theorem, `caroli_buffer_excess`, says that the full matrix is invertible, that the identity of step 4 holds, and that the excess is nonnegative. In the complex order used here, `0 ≤ excess …` also says that it is real. The device inverse is assumed, through `hG`. It fails to exist if, for example, $D$ has an eigenvector at energy $E$ that both $\Gamma_L$ and $V^*$ annihilate. $D$ need not be Hermitian, though reading the trace as transmission through a lossless device requires it.

`buffer_invertible` is step 1, resting on `openOp_sub_conjTranspose` for $M-M^*=i\Gamma$. `broadening_selfEnergy` is step 2, with the identity for $g-g^*$ named `key`. `full_green` replaces the elimination in step 3 by multiplying out the four blocks of the proposed inverse. The main theorem then expands the block traces and cycles the excess into $X^*\Gamma_LX$ to get its sign.

`excess_eq_zero_iff` says when the two transmissions agree: exactly when $\Gamma_LGV=0$, and then both are zero. A positive semidefinite $X^*\Gamma_LX$ with zero trace is zero, so $\Gamma_L$ annihilates every column of $X$; multiplying $\Gamma_LGVg=0$ by $b$ removes $g$. The converse is immediate.

For non-interacting transport with finite matrices in an orthonormal basis, at one energy, this gives the amount to subtract from the eliminated formula to obtain the transmission from $\Gamma_R$ to $\Gamma_L$ with the damping still present. It does not undo the damping: at $h=0$ the one-site example transmits $1$, not $4/9$. Contact level shifts have to be absorbed into $D$ and $B$.
